# With equal repulsive coupling, the Tamm-Dancoff collective energy of degenerate excitations lies above the full response frequency

The coupling between two particle-hole excitations is modelled as a product of one real amplitude per excitation, and the same coupling enters both response matrices. For excitations $i,j$ from a finite set, all with bare energy $e$, and an amplitude vector $d$,

$$B_{ij}=k\,d_i d_j,\qquad A=e\,\mathbf 1+B .$$

The constant $k$ stands for the strength of the Hartree-exchange-correlation kernel, taken as independent of frequency; positive $k$ is repulsive. Equality of the two couplings is appropriate for real orbitals and a local adiabatic kernel. In linear-response time-dependent density functional theory, the full equations couple an excitation part $X$ to a de-excitation part $Y$ through $B$. The Tamm-Dancoff approximation drops this link and solves $AX=\omega X$, with $A$ unchanged, including the coupling it contains. The problems below show what this does to a collective level, within this finite, degenerate, separable model.

In the code, the type `n` labels the excitations.

```lean
import Mathlib

open Matrix Filter Topology

namespace CollectiveTammDancoff

noncomputable section

variable {n : Type*} [Fintype n] [DecidableEq n]
```

The matrix $B$ is `coupling k d`.

```lean
/-- The separable coupling `B = k d dᵀ` between excitations with transition amplitudes `d`. -/
def coupling (k : ℝ) (d : n → ℝ) : Matrix n n ℝ :=
  Matrix.of fun i j => k * (d i * d j)
```

The matrix $A$ is `tdaMatrix e k d`; its eigenvalues are the Tamm-Dancoff energies.

```lean
/-- The Tamm-Dancoff matrix `A = e 1 + k d dᵀ` of degenerate excitations of energy `e`. -/
def tdaMatrix (e k : ℝ) (d : n → ℝ) : Matrix n n ℝ :=
  e • (1 : Matrix n n ℝ) + coupling k d
```

The full response equations are $AX+BY=\omega X$ and $BX+AY=-\omega Y$. Adding and subtracting them gives $(A+B)(X+Y)=\omega(X-Y)$ and $(A-B)(X-Y)=\omega(X+Y)$, hence $(A-B)(A+B)(X+Y)=\omega^2(X+Y)$. The product on the left is called $M$ here and `rpaMatrix` in the code.

```lean
/-- The matrix `(A - B)(A + B)` of squared response frequencies. -/
def rpaMatrix (e k : ℝ) (d : n → ℝ) : Matrix n n ℝ :=
  (tdaMatrix e k d - coupling k d) * (tdaMatrix e k d + coupling k d)
```

A square root that serves as the collective frequency gets a name, with $s$ standing for the total strength $d\cdot d$. Its link to the response equations is the subject of (h).

```lean
/-- The square root `√(e (e + 2 k s))`, which is the collective response frequency at total strength
`s` when `e > 0` and `e + 2 k s ≥ 0`; for a negative radicand its value is `0`. -/
def rpaPlasmon (e k s : ℝ) : ℝ := Real.sqrt (e * (e + 2 * k * s))
```

The case of equal coupling sets every amplitude to one, so that $B$ is $k$ times the all-ones matrix.

```lean
/-- Equal transition amplitudes for `N` excitations, for which `d dᵀ` is the all-ones matrix. -/
def uniform (N : ℕ) : Fin N → ℝ := fun _ => 1
```

## (a) The coupling acts along one direction

Show that, for every vector $x$, $Bx=k(d\cdot x)\,d$.

**Solution.** Component by component,
$$(Bx)_i=\sum_j k\,d_i d_j x_j=k\Big(\sum_j d_jx_j\Big)d_i .$$
In Lean, `*ᵥ` is the matrix-vector product and `⬝ᵥ` the dot product.

```lean
omit [DecidableEq n] in
/-- The coupling projects a vector on the amplitudes `d` and returns a multiple of `d`. -/
theorem coupling_mulVec (k : ℝ) (d x : n → ℝ) :
    coupling k d *ᵥ x = (k * (d ⬝ᵥ x)) • d := by
  ext i
  simp only [Matrix.mulVec, dotProduct, coupling, Matrix.of_apply, Pi.smul_apply,
    smul_eq_mul, Finset.mul_sum, Finset.sum_mul]
  exact Finset.sum_congr rfl (fun j _ => by ring)
```

## (b) The action of the Tamm-Dancoff matrix

Show that $Ax=e\,x+k(d\cdot x)\,d$.

**Solution.** The identity part of $A$ gives $e\,x$, and (a) gives the rest.

```lean
/-- The Tamm-Dancoff matrix multiplies a vector by `e` and adds its coupling along `d`. -/
theorem tda_mulVec (e k : ℝ) (d x : n → ℝ) :
    tdaMatrix e k d *ᵥ x = e • x + (k * (d ⬝ᵥ x)) • d := by
  rw [tdaMatrix, Matrix.add_mulVec, coupling_mulVec, Matrix.smul_mulVec, Matrix.one_mulVec]
```

## (c) The response product as another Tamm-Dancoff matrix

Write $A(e,k)$ for the matrix $A$ with its parameters shown. Show that $M=A(e^2,\,2ek)$.

**Solution.** Since $A-B=e\,\mathbf 1$ and $A+B=e\,\mathbf 1+2B$,
$$M=e\,(e\,\mathbf 1+2B)=e^2\,\mathbf 1+2ek\,dd^{\mathsf T}.$$
The Lean proof establishes the first difference as `h` and compares the remaining matrices entry by entry.

```lean
/-- The matrix `(A - B)(A + B)` has the form of a Tamm-Dancoff matrix, with `e ^ 2` in place
of `e` and `2 e k` in place of `k`. -/
theorem rpaMatrix_eq (e k : ℝ) (d : n → ℝ) :
    rpaMatrix e k d = tdaMatrix (e ^ 2) (2 * e * k) d := by
  have h : tdaMatrix e k d - coupling k d = e • (1 : Matrix n n ℝ) := by
    rw [tdaMatrix, add_sub_cancel_right]
  rw [rpaMatrix, h, Matrix.smul_mul, Matrix.one_mul]
  ext i j
  simp only [tdaMatrix, coupling, Matrix.smul_apply, Matrix.add_apply, Matrix.of_apply,
    smul_eq_mul]
  ring
```

## (d) All eigenvectors

Let $k\neq0$, $d\neq0$ and $x\neq0$. Show that $Ax=\mu x$ holds exactly when either $\mu=e$ and $d\cdot x=0$, or $\mu=e+k\,d\cdot d$ and $x$ is a multiple of $d$.

**Solution.** By (b), the equation reads $e\,x+k(d\cdot x)d=\mu x$. Its dot product with $d$ is
$$(e+k\,d\cdot d-\mu)(d\cdot x)=0 .$$
If $d\cdot x=0$, the equation reduces to $e\,x=\mu x$, so $\mu=e$. Otherwise $\mu=e+k\,d\cdot d$; inserting this and dividing by $k$ leaves $(d\cdot x)\,d=(d\cdot d)\,x$, so $x=\frac{d\cdot x}{d\cdot d}\,d$. Conversely, both kinds of vector satisfy the equation by (b).

In Lean, `hdot` is the projected equation, and `by_cases` makes the same division into cases.

```lean
/-- An eigenvector of the Tamm-Dancoff matrix is either orthogonal to `d` with energy `e`, or
parallel to `d` with energy `e + k d·d`. -/
theorem tda_eigen_iff {e k μ : ℝ} {d x : n → ℝ} (hk : k ≠ 0) (hd : d ≠ 0) (hx : x ≠ 0) :
    tdaMatrix e k d *ᵥ x = μ • x ↔
      (μ = e ∧ d ⬝ᵥ x = 0) ∨ (μ = e + k * (d ⬝ᵥ d) ∧ ∃ c : ℝ, x = c • d) := by
  have hD : d ⬝ᵥ d ≠ 0 := fun h => hd (dotProduct_self_eq_zero.1 h)
  rw [tda_mulVec]
  constructor
  · intro h
    -- project the eigenvalue equation on `d`
    have hdot := congrArg (fun v => d ⬝ᵥ v) h
    simp only [dotProduct_add, dotProduct_smul, smul_eq_mul] at hdot
    by_cases hs : d ⬝ᵥ x = 0
    · rw [hs, mul_zero, zero_smul, add_zero] at h
      exact Or.inl ⟨(smul_left_injective ℝ hx h).symm, hs⟩
    · have hμ : μ = e + k * (d ⬝ᵥ d) :=
        mul_right_cancel₀ hs (by linear_combination -hdot)
      refine Or.inr ⟨hμ, (d ⬝ᵥ x) / (d ⬝ᵥ d), ?_⟩
      ext i
      have hi := congrFun h i
      simp only [Pi.add_apply, Pi.smul_apply, smul_eq_mul] at hi ⊢
      rw [hμ] at hi
      have h2 : (d ⬝ᵥ d) * x i = (d ⬝ᵥ x) * d i :=
        mul_left_cancel₀ hk (by linear_combination -hi)
      rw [div_mul_eq_mul_div, eq_div_iff hD]
      linear_combination h2
  · rintro (⟨rfl, hs⟩ | ⟨rfl, c, rfl⟩)
    · rw [hs, mul_zero, zero_smul, add_zero]
    · rw [dotProduct_smul, smul_eq_mul]
      module
```

## (e) Multiplicities

Let $k\ne0$, $d\neq0$, and let $N$ be the number of excitations, `Fintype.card n` in the code. Show that the eigenspaces of $A$ satisfy
$$\dim E_e+1=N,\qquad \dim E_{e+k\,d\cdot d}=1 .$$

**Solution.** By (b), $Ax=e\,x$ means $k(d\cdot x)d=0$, so $E_e$ is the kernel of the map $x\mapsto d\cdot x$. This map is onto $\mathbb R$, and rank-nullity gives $1+\dim E_e=N$. For the other value, $k\,d\cdot d\neq0$ excludes the first alternative in (d), so the eigenspace is the line through $d$.

The map is `φ` in the code. For a single excitation $E_e$ is zero, and $e$ is then not an eigenvalue.

```lean
/-- The energy `e` keeps all but one of its degenerate states, and the energy `e + k d·d` is
simple. -/
theorem tda_multiplicity (e : ℝ) {k : ℝ} {d : n → ℝ} (hk : k ≠ 0) (hd : d ≠ 0) :
    Module.finrank ℝ (Module.End.eigenspace (Matrix.toLin' (tdaMatrix e k d)) e) + 1
      = Fintype.card n ∧
    Module.finrank ℝ (Module.End.eigenspace (Matrix.toLin' (tdaMatrix e k d))
      (e + k * (d ⬝ᵥ d))) = 1 := by
  have hD : d ⬝ᵥ d ≠ 0 := fun h => hd (dotProduct_self_eq_zero.1 h)
  constructor
  · -- the first eigenspace is the kernel of the projection on `d`
    let φ : (n → ℝ) →ₗ[ℝ] ℝ :=
      { toFun := fun x => d ⬝ᵥ x
        map_add' := fun x y => dotProduct_add d x y
        map_smul' := fun c x => dotProduct_smul c d x }
    have hφ : ∀ x, φ x = d ⬝ᵥ x := fun _ => rfl
    have hker : Module.End.eigenspace (Matrix.toLin' (tdaMatrix e k d)) e
        = LinearMap.ker φ := by
      ext x
      rw [Module.End.mem_eigenspace_iff, Matrix.toLin'_apply, LinearMap.mem_ker, hφ,
        tda_mulVec, add_eq_left, smul_eq_zero, or_iff_left hd, mul_eq_zero, or_iff_right hk]
    have hsurj : Function.Surjective φ := fun c =>
      ⟨(c / (d ⬝ᵥ d)) • d, by
        rw [hφ, dotProduct_smul, smul_eq_mul, div_mul_cancel₀ _ hD]⟩
    have hrank := LinearMap.finrank_range_add_finrank_ker φ
    rw [LinearMap.range_eq_top.2 hsurj, finrank_top, Module.finrank_self,
      Module.finrank_fintype_fun_eq_card] at hrank
    rw [hker]
    omega
  · -- the second eigenspace is the line through `d`
    have hspan : Module.End.eigenspace (Matrix.toLin' (tdaMatrix e k d))
        (e + k * (d ⬝ᵥ d)) = Submodule.span ℝ {d} := by
      ext x
      rw [Module.End.mem_eigenspace_iff, Matrix.toLin'_apply, Submodule.mem_span_singleton]
      constructor
      · intro h
        by_cases hx : x = 0
        · exact ⟨0, by rw [hx, zero_smul]⟩
        · rcases (tda_eigen_iff hk hd hx).1 h with ⟨h1, _⟩ | ⟨_, c, hc⟩
          · exact absurd (by linarith) (mul_ne_zero hk hD)
          · exact ⟨c, hc.symm⟩
      · rintro ⟨c, rfl⟩
        rw [tda_mulVec, dotProduct_smul, smul_eq_mul]
        module
    rw [hspan, finrank_span_singleton hd]
```

## (f) Equal coupling of $N$ excitations

Let $N\geq1$, $e,k>0$ and $d=(1,\dots,1)$. Show that $A$ has eigenvalues $e$ ($N-1$ fold) and $e+kN$ (simple), that $M$ has $e^2$ ($N-1$ fold) and $e(e+2kN)$ (simple), and that
$$\sqrt{e(e+2kN)}<e+kN .$$

**Solution.** Here $d\cdot d=N$, so (e) gives the spectrum of $A$. By (c), the same result with $e^2$ and $2ek$ gives that of $M$, whose simple eigenvalue is $e^2+2ekN$. For the inequality, both sides are positive and
$$(e+kN)^2-e(e+2kN)=(kN)^2>0 .$$
Lean states the multiplicities as dimensions of eigenspaces of the linear maps belonging to the two matrices. "Zero fold" at $N=1$ again means that the value is absent.

```lean
/-- For `N` equally coupled excitations, `A` has eigenvalues `e` (`N - 1` fold) and `e + k N`,
`(A - B)(A + B)` has `e ^ 2` (`N - 1` fold) and `e (e + 2 k N)`, and the collective response
frequency lies strictly below the collective Tamm-Dancoff energy. -/
theorem collective_spectrum {N : ℕ} (hN : 0 < N) {e k : ℝ} (he : 0 < e) (hk : 0 < k) :
    let A := Matrix.toLin' (tdaMatrix e k (uniform N))
    let M := Matrix.toLin' (rpaMatrix e k (uniform N))
    (Module.finrank ℝ (Module.End.eigenspace A e) + 1 = N ∧
      Module.finrank ℝ (Module.End.eigenspace A (e + k * N)) = 1) ∧
    (Module.finrank ℝ (Module.End.eigenspace M (e ^ 2)) + 1 = N ∧
      Module.finrank ℝ (Module.End.eigenspace M (e * (e + 2 * k * N))) = 1) ∧
    rpaPlasmon e k N < e + k * N := by
  have hu : uniform N ⬝ᵥ uniform N = (N : ℝ) := by simp [uniform, dotProduct]
  have hd : uniform N ≠ 0 := fun h => by
    have h0 := congrFun h ⟨0, hN⟩
    simp [uniform] at h0
  have hN' : (0 : ℝ) < N := by exact_mod_cast hN
  have h1 := tda_multiplicity e hk.ne' hd
  have h2 := tda_multiplicity (e ^ 2) (k := 2 * e * k) (by positivity) hd
  rw [hu, Fintype.card_fin] at h1 h2
  rw [← rpaMatrix_eq, show e ^ 2 + 2 * e * k * (N : ℝ) = e * (e + 2 * k * N) by ring] at h2
  refine ⟨h1, h2, ?_⟩
  -- the squares differ by `(k N) ^ 2`
  rw [rpaPlasmon, Real.sqrt_lt' (by positivity)]
  nlinarith [pow_pos (mul_pos hk hN') 2]
```

## (g) Growth with the number of excitations

Keep $e,k>0$ fixed. Show that, as $N\to\infty$,
$$\frac{\sqrt{e(e+2kN)}}{\sqrt{2ekN}}\to1,\qquad \frac{e+kN}{kN}\to1 .$$

**Solution.** For $N\ge1$ the ratios are $\sqrt{1+e/(2kN)}$ and $1+e/(kN)$. Both tend to one. The limit `key` covers $1+c/N$ for any constant $c$, and continuity of the square root does the rest. If $k$ itself varied with system size, the growth laws would change accordingly.

```lean
/-- For many excitations the collective response frequency grows as `√(2 e k N)` and the
collective Tamm-Dancoff energy as `k N`. -/
theorem collective_growth {e k : ℝ} (he : 0 < e) (hk : 0 < k) :
    Tendsto (fun N : ℕ => rpaPlasmon e k N / Real.sqrt (2 * e * k * N)) atTop (𝓝 1) ∧
    Tendsto (fun N : ℕ => (e + k * N) / (k * N)) atTop (𝓝 1) := by
  have key : ∀ c : ℝ, Tendsto (fun N : ℕ => 1 + c / (N : ℝ)) atTop (𝓝 1) := fun c => by
    have h := (tendsto_const_div_atTop_nhds_zero_nat c).const_add 1
    rwa [add_zero] at h
  constructor
  · have h := (key (e / (2 * k))).sqrt
    rw [Real.sqrt_one] at h
    refine h.congr' ?_
    filter_upwards [eventually_gt_atTop 0] with N hN
    have hN' : (0 : ℝ) < N := by exact_mod_cast hN
    rw [rpaPlasmon, ← Real.sqrt_div (by positivity)]
    congr 1
    field_simp
    ring
  · refine (key (e / k)).congr' ?_
    filter_upwards [eventually_gt_atTop 0] with N hN
    have hN' : (0 : ℝ) < N := by exact_mod_cast hN
    field_simp
    ring
```

## (h) The collective solution of the full equations

Let $e>0$, $d\neq0$, $S=d\cdot d$, $e+2kS\geq0$ and $\omega=\sqrt{e(e+2kS)}$. Show that
$$X=(\omega+e)\,d,\qquad Y=(e-\omega)\,d$$
solve the full response equations, with $X\neq0$.

**Solution.** Since $X+Y=2e\,d$, the coupling contributes $2ekS\,d$ to each equation. With $\omega^2=e^2+2ekS$,
$$AX+BY=\big(e(\omega+e)+2ekS\big)d=(\omega^2+e\omega)\,d=\omega X,$$
$$BX+AY=\big(e(e-\omega)+2ekS\big)d=(\omega^2-e\omega)\,d=-\omega Y .$$
Also $\omega+e>0$, so $X\ne0$. These vectors are unnormalised: $X\cdot X-Y\cdot Y=4e\omega S$. For $\omega>0$, dividing both by $\sqrt{4e\omega S}$ gives the usual normalisation to one.

In Lean, `hsq` is the formula for $\omega^2$, and `linear_combination` inserts it in each component.

```lean
/-- The vectors `X = (ω + e) d` and `Y = (e - ω) d` solve the full response equations
`A X + B Y = ω X`, `B X + A Y = -ω Y` at the collective frequency `ω`, and `X` is nonzero. -/
theorem rpa_collective_mode {e k : ℝ} {d : n → ℝ} (he : 0 < e) (hd : d ≠ 0)
    (hstable : 0 ≤ e + 2 * k * (d ⬝ᵥ d)) :
    let ω := rpaPlasmon e k (d ⬝ᵥ d)
    let X := (ω + e) • d
    let Y := (e - ω) • d
    X ≠ 0 ∧ tdaMatrix e k d *ᵥ X + coupling k d *ᵥ Y = ω • X ∧
      coupling k d *ᵥ X + tdaMatrix e k d *ᵥ Y = -ω • Y := by
  have h0 : 0 ≤ rpaPlasmon e k (d ⬝ᵥ d) := Real.sqrt_nonneg _
  have hsq : rpaPlasmon e k (d ⬝ᵥ d) ^ 2 = e * (e + 2 * k * (d ⬝ᵥ d)) :=
    Real.sq_sqrt (mul_nonneg he.le hstable)
  intro ω X Y
  refine ⟨smul_ne_zero (by positivity) hd, ?_, ?_⟩
  all_goals
    simp only [ω, X, Y, tda_mulVec, coupling_mulVec, dotProduct_smul]
    ext i
    simp only [Pi.add_apply, Pi.smul_apply, smul_eq_mul]
    linear_combination -(d i) * hsq
```

## (i) An instability absent from the Tamm-Dancoff energy

Let $e>0$ and $-e<k\,d\cdot d<-e/2$. Show that
$$Ad=(e+k\,d\cdot d)\,d,\quad e+k\,d\cdot d>0,$$
$$Md=e(e+2k\,d\cdot d)\,d,\quad e(e+2k\,d\cdot d)<0 .$$

**Solution.** Put $x=d$ in (b), and use (c) for $M$. The lower bound gives the first sign and the upper bound the second. The bounds also force $k<0$ and $d\neq0$, so $d$ is a genuine eigenvector of both matrices. A negative squared frequency signals an unstable reference state, while the Tamm-Dancoff energy of the same mode in this model remains positive.

```lean
/-- For attractive coupling with `-e < k d·d < -e/2`, the collective vector `d` has a positive
Tamm-Dancoff energy but a negative squared response frequency. -/
theorem instability_missed_by_tda {e k : ℝ} {d : n → ℝ} (he : 0 < e)
    (hlow : -e < k * (d ⬝ᵥ d)) (hhigh : k * (d ⬝ᵥ d) < -e / 2) :
    (tdaMatrix e k d *ᵥ d = (e + k * (d ⬝ᵥ d)) • d ∧ 0 < e + k * (d ⬝ᵥ d)) ∧
    (rpaMatrix e k d *ᵥ d = (e * (e + 2 * k * (d ⬝ᵥ d))) • d ∧
      e * (e + 2 * k * (d ⬝ᵥ d)) < 0) := by
  refine ⟨⟨?_, by linarith⟩, ?_, mul_neg_of_pos_of_neg he (by linarith)⟩
  · rw [tda_mulVec]
    module
  · rw [rpaMatrix_eq, tda_mulVec]
    module

end

end CollectiveTammDancoff
```

```lean
#print axioms CollectiveTammDancoff.collective_spectrum
#print axioms CollectiveTammDancoff.collective_growth
#print axioms CollectiveTammDancoff.rpa_collective_mode
#print axioms CollectiveTammDancoff.instability_missed_by_tda
```

```
'CollectiveTammDancoff.collective_spectrum' depends on axioms: [propext, Classical.choice, Quot.sound]
'CollectiveTammDancoff.collective_growth' depends on axioms: [propext, Classical.choice, Quot.sound]
'CollectiveTammDancoff.rpa_collective_mode' depends on axioms: [propext, Classical.choice, Quot.sound]
'CollectiveTammDancoff.instability_missed_by_tda' depends on axioms: [propext, Classical.choice, Quot.sound]
```
